# Relativistic kinetic shortfall in Thomas-Fermi scaling at fixed Z/c: O(Z^(5/3)) if r²p⁷ is integrable, exactly of order Z² for the Coulomb profile

Expand the relativistic kinetic energy of an atom in 1/c², apply Thomas-Fermi scaling with Z/c held fixed, and the first correction appears to be of order Z^(5/3). For the bare Coulomb profile its coefficient is infinite, and the actual order is Z². The bound O(Z^(5/3)) is proved below for profiles with r²p⁷ integrable. The Thomas-Fermi profile of a point nucleus is not one of them, since it approaches the Coulomb profile at small r.

```lean
import Mathlib

open MeasureTheory Set Filter Asymptotics

namespace RelativisticThomasFermi

noncomputable section
```

In atomic units, a local Fermi gas with Fermi momentum p has relativistic kinetic energy density

t(p) = ∫₀ᵖ (c√(q²+c²) − c²) q² dq/π²,

without rest energy. This is `relKinetic`.

```lean
/-- Relativistic kinetic energy density of a Fermi gas with Fermi momentum `p` and speed of
light `c`, in atomic units and without the rest energy. -/
def relKinetic (c p : ℝ) : ℝ :=
  ∫ q in (0:ℝ)..p, (c * √(q ^ 2 + c ^ 2) - c ^ 2) * q ^ 2 / Real.pi ^ 2
```

Its shortfall from the nonrelativistic density is D(c,p) = p⁵/(10π²) − t(p), called `defect`.

```lean
/-- The nonrelativistic kinetic energy density minus the relativistic one. -/
def defect (c p : ℝ) : ℝ := p ^ 5 / (10 * Real.pi ^ 2) - relKinetic c p
```

`totalDefect` integrates r²D over r > 0; the energy carries a further factor 4π.

```lean
/-- The `r²`-weighted radial integral of the defect for a Fermi momentum profile `p(r)`. -/
def totalDefect (c : ℝ) (p : ℝ → ℝ) : ℝ := ∫ r in Ioi (0:ℝ), r ^ 2 * defect c (p r)
```

The scaled profile is p_Z(r) = Z^(2/3) p(Z^(1/3) r).

```lean
/-- Thomas-Fermi scaling of a momentum profile to nuclear charge `Z > 0`. -/
def scaled (Z : ℝ) (p : ℝ → ℝ) (r : ℝ) : ℝ := Z ^ (2 / 3 : ℝ) * p (Z ^ (1 / 3 : ℝ) * r)
```

A nonrelativistic electron at zero energy in the field of a unit charge has p²/2 = 1/r, which gives `coulomb`.

```lean
/-- Fermi momentum at zero chemical potential in the bare Coulomb field of a unit charge,
for `r > 0`. -/
def coulomb (r : ℝ) : ℝ := √(2 / r)
```

## c > 0 and p ≥ 0: a genuine Fermi sphere

With s = √(q²+c²), the integrands differ by a square:

q²/2 − cs + c² = (s − c)²/2.

Hence

D(c,p) = ∫₀ᵖ (s − c)² q²/(2π²) dq.

```lean
/-- The defect is the momentum integral of a manifestly nonnegative function. -/
theorem defect_eq_integral (c p : ℝ) : defect c p =
    ∫ q in (0:ℝ)..p, (√(q ^ 2 + c ^ 2) - c) ^ 2 * q ^ 2 / (2 * Real.pi ^ 2) := by
  have h : ∫ q in (0:ℝ)..p, q ^ 4 / (2 * Real.pi ^ 2) = p ^ 5 / (10 * Real.pi ^ 2) := by
    rw [intervalIntegral.integral_div, integral_pow]
    push_cast
    ring
  rw [defect, relKinetic, ← h, ← intervalIntegral.integral_sub]
  · refine intervalIntegral.integral_congr fun q _ => ?_
    have hs : √(q ^ 2 + c ^ 2) ^ 2 = q ^ 2 + c ^ 2 := Real.sq_sqrt (by positivity)
    linear_combination (-(q ^ 2 / (2 * Real.pi ^ 2))) * hs
  · exact Continuous.intervalIntegrable (by fun_prop) _ _
  · exact Continuous.intervalIntegrable (by fun_prop) _ _
```

For p ≥ 0 this is nonnegative. For c > 0, s + c ≥ 2c, so

s − c = q²/(s + c) ≤ q²/(2c),

and the integrand is at most q⁶/(8π²c²). Integration gives

0 ≤ D(c,p) ≤ p⁷/(56π²c²).

The proof compares the same integrands with `integral_mono_on`. Without p ≥ 0 the lower bound fails, because D is odd in p.

```lean
/-- For `c > 0` and `p ≥ 0` the defect lies between zero and `p⁷/(56π²c²)`. -/
theorem defect_bounds {c p : ℝ} (hc : 0 < c) (hp : 0 ≤ p) :
    0 ≤ defect c p ∧ defect c p ≤ p ^ 7 / (56 * Real.pi ^ 2 * c ^ 2) := by
  have h : ∫ q in (0:ℝ)..p, q ^ 6 / (8 * Real.pi ^ 2 * c ^ 2)
      = p ^ 7 / (56 * Real.pi ^ 2 * c ^ 2) := by
    rw [intervalIntegral.integral_div, integral_pow]
    push_cast
    ring
  rw [defect_eq_integral]
  refine ⟨intervalIntegral.integral_nonneg hp fun q _ => by positivity, ?_⟩
  rw [← h]
  refine intervalIntegral.integral_mono_on hp (Continuous.intervalIntegrable (by fun_prop) _ _)
    (Continuous.intervalIntegrable (by fun_prop) _ _) fun q _ => ?_
  have hs : √(q ^ 2 + c ^ 2) ^ 2 = q ^ 2 + c ^ 2 := Real.sq_sqrt (by positivity)
  have hcs : c ≤ √(q ^ 2 + c ^ 2) :=
    (le_abs_self c).trans (Real.abs_le_sqrt (by nlinarith [sq_nonneg q]))
  generalize √(q ^ 2 + c ^ 2) = s at hs hcs ⊢
  -- q² = (s - c)(s + c) and s + c ≥ 2c
  have hq : q ^ 4 = (s - c) ^ 2 * (s + c) ^ 2 := by
    have h2 : q ^ 2 = (s - c) * (s + c) := by linear_combination -hs
    calc q ^ 4 = (q ^ 2) ^ 2 := by ring
      _ = _ := by rw [h2]; ring
  have key : (s - c) ^ 2 * (4 * c ^ 2) ≤ q ^ 4 := by
    rw [hq]
    exact mul_le_mul_of_nonneg_left (by nlinarith) (sq_nonneg _)
  have := mul_le_mul_of_nonneg_left key (by positivity : 0 ≤ 2 * Real.pi ^ 2 * q ^ 2)
  rw [div_le_div_iff₀ (by positivity) (by positivity)]
  linarith
```

Enlarging the Fermi sphere adds a nonnegative integral, so D increases with p.

```lean
/-- The defect grows with the Fermi momentum. -/
theorem defect_mono (c : ℝ) : Monotone (defect c) := by
  intro p P h
  have hi : ∀ a b : ℝ, IntervalIntegrable (fun q : ℝ =>
      (√(q ^ 2 + c ^ 2) - c) ^ 2 * q ^ 2 / (2 * Real.pi ^ 2)) volume a b :=
    fun a b => Continuous.intervalIntegrable (by fun_prop) a b
  rw [defect_eq_integral, defect_eq_integral,
    ← intervalIntegral.integral_add_adjacent_intervals (hi 0 p) (hi p P)]
  exact le_add_of_nonneg_right (intervalIntegral.integral_nonneg h fun q _ => by positivity)
```

In code, the form q⁶/(2π²(s + c)²) of the integrand is preferable to computing p⁵/(10π²) − t(p), which subtracts nearly equal numbers when p ≪ c.

## c = Z/a: a fixed ratio of charge to light speed

Here a = Z/c > 0 measures how relativistic the innermost electrons are. Holding it fixed while Z → ∞ makes c grow, so this is a mathematical limit and not a sequence of real atoms. At fixed c the bound derived below would instead grow as Z^(11/3) and would not give o(Z²).

Substituting q = lq′ in the integral for D gives, for l ≥ 0,

D(lc, lp) = l⁵ D(c,p).

```lean
/-- Scaling the speed of light and the momentum by `l ≥ 0` scales the defect by `l⁵`. -/
theorem defect_scaling {l : ℝ} (hl : 0 ≤ l) (c p : ℝ) :
    defect (l * c) (l * p) = l ^ 5 * defect c p := by
  have h := intervalIntegral.smul_integral_comp_mul_left (a := 0) (b := p) (fun q : ℝ =>
    (√(q ^ 2 + (l * c) ^ 2) - l * c) ^ 2 * q ^ 2 / (2 * Real.pi ^ 2)) l
  rw [mul_zero, smul_eq_mul] at h
  rw [defect_eq_integral, defect_eq_integral, ← h, ← intervalIntegral.integral_const_mul,
    ← intervalIntegral.integral_const_mul]
  refine intervalIntegral.integral_congr fun q _ => ?_
  rw [show (l * q) ^ 2 + (l * c) ^ 2 = l ^ 2 * (q ^ 2 + c ^ 2) by ring,
    Real.sqrt_mul (sq_nonneg l), Real.sqrt_sq hl]
  ring
```

The next lemma replaces fractional powers of Z by integer powers of its cube root.

```lean
private theorem exists_cube_root {Z : ℝ} (hZ : 0 < Z) : ∃ z : ℝ, 0 < z ∧ z ^ 3 = Z ∧
    Z ^ (1 / 3 : ℝ) = z ∧ Z ^ (2 / 3 : ℝ) = z ^ 2 ∧ Z ^ (5 / 3 : ℝ) = z ^ 5 := by
  refine ⟨Z ^ (1 / 3 : ℝ), by positivity, ?_, rfl, ?_, ?_⟩ <;>
    rw [← Real.rpow_natCast, ← Real.rpow_mul hZ.le] <;> norm_num
```

## r²p⁷ integrable: a profile tame at the nucleus

This hypothesis limits p both near the nucleus and at large r. Insert p_Z and c = Z/a into the local bound, then put x = Z^(1/3) r:

∫ r² D(Z/a, p_Z) dr ≤ a² Z^(14/3−2)/(56π²) ∫ r² p(Z^(1/3) r)⁷ dr
= a² Z^(5/3)/(56π²) ∫ x² p(x)⁷ dx.

The proof uses the hypothesis as `hint`, both to dominate the integrand and to make the bound finite. Measurability, which any piecewise continuous profile has, makes the integrand measurable. Lean asks for p ≥ 0 at all real r; extending p by zero to r ≤ 0 suffices.

```lean
/-- For a measurable profile `p ≥ 0` with `r²p⁷` integrable, and `c = Z/a` with `a, Z > 0`, the
total defect of the scaled profile is finite, nonnegative and at most a constant times `Z^(5/3)`. -/
theorem totalDefect_scaled_le {p : ℝ → ℝ} (hp : Measurable p) (h0 : ∀ r, 0 ≤ p r)
    (hint : IntegrableOn (fun r => r ^ 2 * p r ^ 7) (Ioi 0)) {a Z : ℝ} (ha : 0 < a)
    (hZ : 0 < Z) :
    IntegrableOn (fun r => r ^ 2 * defect (Z / a) (scaled Z p r)) (Ioi 0) ∧
    0 ≤ totalDefect (Z / a) (scaled Z p) ∧ totalDefect (Z / a) (scaled Z p) ≤
      a ^ 2 / (56 * Real.pi ^ 2) * (∫ r in Ioi (0:ℝ), r ^ 2 * p r ^ 7) * Z ^ (5 / 3 : ℝ) := by
  obtain ⟨z, hz, hz3, h1, h2, h5⟩ := exists_cube_root hZ
  have hs : ∀ r, 0 ≤ scaled Z p r := fun r => mul_nonneg (by positivity) (h0 _)
  have hn : ∀ r, 0 ≤ r ^ 2 * defect (Z / a) (scaled Z p r) := fun r =>
    mul_nonneg (sq_nonneg r) (defect_bounds (div_pos hZ ha) (hs r)).1
  have hb : ∀ r, r ^ 2 * defect (Z / a) (scaled Z p r) ≤
      a ^ 2 * z ^ 6 / (56 * Real.pi ^ 2) * ((z * r) ^ 2 * p (z * r) ^ 7) := fun r => by
    refine (mul_le_mul_of_nonneg_left (defect_bounds (div_pos hZ ha) (hs r)).2
      (sq_nonneg r)).trans_eq ?_
    rw [scaled, h1, h2, ← hz3]
    field_simp
  have hg : IntegrableOn (fun r => (z * r) ^ 2 * p (z * r) ^ 7) (Ioi 0) :=
    (integrableOn_Ioi_comp_mul_left_iff (fun r => r ^ 2 * p r ^ 7) 0 hz).2 (by rwa [mul_zero])
  have hm : Measurable (scaled Z p) := (hp.comp (measurable_const_mul _)).const_mul _
  have hI : IntegrableOn (fun r => r ^ 2 * defect (Z / a) (scaled Z p r)) (Ioi 0) :=
    Integrable.mono' (Integrable.const_mul hg _) ((measurable_id.pow_const 2).mul
      ((defect_mono _).measurable.comp hm)).aestronglyMeasurable
      (ae_of_all _ fun r => by rw [Real.norm_of_nonneg (hn r)]; exact hb r)
  refine ⟨hI, integral_nonneg hn, (integral_mono hI (Integrable.const_mul hg _) hb).trans_eq ?_⟩
  -- substitute s = Z^(1/3) r
  rw [integral_const_mul, integral_comp_mul_left_Ioi (fun r => r ^ 2 * p r ^ 7) 0 hz,
    mul_zero, smul_eq_mul, h5]
  field_simp
```

Dividing by Z² leaves a bound proportional to Z^(−1/3), which tends to zero.

```lean
/-- For a measurable profile `p ≥ 0` with `r²p⁷` integrable and `c = Z/a`, `a > 0`, the total
defect is `O(Z^(5/3))` and `o(Z²)` as `Z → ∞`. -/
theorem totalDefect_asymptotics {p : ℝ → ℝ} (hp : Measurable p) (h0 : ∀ r, 0 ≤ p r)
    (hint : IntegrableOn (fun r => r ^ 2 * p r ^ 7) (Ioi 0)) {a : ℝ} (ha : 0 < a) :
    (fun Z => totalDefect (Z / a) (scaled Z p)) =O[atTop] (fun Z : ℝ => Z ^ (5 / 3 : ℝ)) ∧
    (fun Z => totalDefect (Z / a) (scaled Z p)) =o[atTop] (fun Z : ℝ => Z ^ 2) := by
  have hO : (fun Z => totalDefect (Z / a) (scaled Z p)) =O[atTop]
      (fun Z : ℝ => Z ^ (5 / 3 : ℝ)) := by
    refine IsBigO.of_bound
      (a ^ 2 / (56 * Real.pi ^ 2) * ∫ r in Ioi (0:ℝ), r ^ 2 * p r ^ 7) ?_
    filter_upwards [eventually_gt_atTop 0] with Z hZ
    obtain ⟨_, hl, hu⟩ := totalDefect_scaled_le hp h0 hint ha hZ
    rwa [Real.norm_of_nonneg hl, Real.norm_of_nonneg (by positivity)]
  refine ⟨hO, hO.trans_isLittleO ((isLittleO_iff_tendsto' ?_).2 ?_)⟩
  · filter_upwards [eventually_gt_atTop 0] with Z hZ h
    exact absurd h (pow_pos hZ 2).ne'
  · refine (tendsto_rpow_neg_atTop (by norm_num : (0:ℝ) < 1 / 3)).congr' ?_
    filter_upwards [eventually_gt_atTop 0] with Z hZ
    rw [← Real.rpow_two, ← Real.rpow_sub hZ]
    norm_num
```

Without integrability the conclusion can fail. For p = √(2/r), r²p⁷ behaves as r^(−3/2) and diverges at the nucleus. On a radial grid, the p⁷ correction then grows as r_min^(−1/2) when the innermost point r_min moves inwards.

The full shortfall stays finite. Near the nucleus t ≥ 0 gives D ≤ p⁵/(10π²), hence an integrable r^(−1/2); far away the p⁷ bound gives an integrable r^(−3/2). The proof splits at r = 1.

```lean
/-- For `c > 0` the Coulomb profile has a finite total defect. -/
theorem coulomb_integrable {c : ℝ} (hc : 0 < c) :
    IntegrableOn (fun r => r ^ 2 * defect c (coulomb r)) (Ioi 0) := by
  have hpow : ∀ (n : ℕ) {r : ℝ}, 0 < r →
      r ^ 2 * coulomb r ^ n = √2 ^ n * r ^ (2 - (n:ℝ) / 2) := fun n r hr => by
    have h : r ^ ((n:ℝ) / 2) = √r ^ n := by
      rw [Real.sqrt_eq_rpow, ← Real.rpow_natCast, ← Real.rpow_mul hr.le]
      congr 1
      ring
    rw [coulomb, Real.sqrt_div (by norm_num), div_pow, Real.rpow_sub hr, h, Real.rpow_two]
    ring
  have hm : Measurable (fun r => r ^ 2 * defect c (coulomb r)) :=
    (measurable_id.pow_const 2).mul ((defect_mono c).measurable.comp
      (Real.continuous_sqrt.measurable.comp (measurable_const.div measurable_id)))
  have hd := fun r => defect_bounds hc (Real.sqrt_nonneg (2 / r))
  have hn : ∀ r, 0 ≤ r ^ 2 * defect c (coulomb r) := fun r => mul_nonneg (sq_nonneg r) (hd r).1
  rw [← Ioc_union_Ioi_eq_Ioi (zero_le_one (α := ℝ))]
  refine IntegrableOn.union ?_ ?_
  · -- near the nucleus the defect is at most the nonrelativistic energy density
    have hi : IntegrableOn (fun r : ℝ => r ^ (2 - ((5:ℕ):ℝ) / 2)) (Ioc 0 1) :=
      (intervalIntegrable_iff_integrableOn_Ioc_of_le zero_le_one).1
        (intervalIntegral.intervalIntegrable_rpow' (by norm_num))
    refine Integrable.mono' (Integrable.const_mul hi (√2 ^ 5 / (10 * Real.pi ^ 2)))
      hm.aestronglyMeasurable ?_
    filter_upwards [ae_restrict_mem measurableSet_Ioc] with r hr
    have ht : 0 ≤ relKinetic c (coulomb r) := by
      refine intervalIntegral.integral_nonneg (Real.sqrt_nonneg _) fun q _ => ?_
      have hcs : c ≤ √(q ^ 2 + c ^ 2) :=
        (le_abs_self c).trans (Real.abs_le_sqrt (by nlinarith [sq_nonneg q]))
      exact div_nonneg (mul_nonneg (by nlinarith) (sq_nonneg q)) (sq_nonneg _)
    rw [Real.norm_of_nonneg (hn r)]
    refine (mul_le_mul_of_nonneg_left (sub_le_self _ ht) (sq_nonneg r)).trans_eq ?_
    rw [← mul_div_assoc, hpow 5 hr.1]
    ring
  · -- far away the seventh-power bound decays fast enough
    have hi : IntegrableOn (fun r : ℝ => r ^ (2 - ((7:ℕ):ℝ) / 2)) (Ioi 1) :=
      integrableOn_Ioi_rpow_of_lt (by norm_num) one_pos
    refine Integrable.mono' (Integrable.const_mul hi (√2 ^ 7 / (56 * Real.pi ^ 2 * c ^ 2)))
      hm.aestronglyMeasurable ?_
    filter_upwards [ae_restrict_mem measurableSet_Ioi] with r hr
    rw [Real.norm_of_nonneg (hn r)]
    refine (mul_le_mul_of_nonneg_left (hd r).2 (sq_nonneg r)).trans_eq ?_
    change r ^ 2 * (coulomb r ^ 7 / _) = _
    rw [← mul_div_assoc, hpow 7 (one_pos.trans hr)]
    ring
```

Since the scaled Coulomb profile is √(2Z/r) = Z√(2/(Zr)), the scaling law with l = Z gives Z⁵, and x = Zr returns Z^(−3):

∫ r² D(Z/a, √(2Z/r)) dr = Z² ∫ x² D(1/a, √(2/x)) dx.

The constant is positive because the integrand is positive at every x > 0.

```lean
/-- For `c = Z/a` with `a, Z > 0`, the total defect of the scaled Coulomb profile is finite and
exactly `Z²` times a positive constant, its value at `Z = 1`. -/
theorem coulomb_totalDefect {a Z : ℝ} (ha : 0 < a) (hZ : 0 < Z) :
    IntegrableOn (fun r => r ^ 2 * defect (Z / a) (scaled Z coulomb r)) (Ioi 0) ∧
    totalDefect (Z / a) (scaled Z coulomb) = Z ^ 2 * totalDefect (1 / a) coulomb ∧
    0 < totalDefect (1 / a) coulomb := by
  have hI := coulomb_integrable (one_div_pos.2 ha)
  have he : EqOn (fun r => Z ^ 3 * ((Z * r) ^ 2 * defect (1 / a) (coulomb (Z * r))))
      (fun r => r ^ 2 * defect (Z / a) (scaled Z coulomb r)) (Ioi 0) := fun r hr => by
    have hr' : 0 < r := hr
    obtain ⟨z, hz, hz3, h1, h2, _⟩ := exists_cube_root hZ
    have hsc : scaled Z coulomb r = Z * coulomb (Z * r) := by
      rw [scaled, h1, h2, ← hz3, coulomb, coulomb,
        show 2 / (z * r) = z ^ 2 * (2 / (z ^ 3 * r)) by field_simp,
        Real.sqrt_mul (sq_nonneg z), Real.sqrt_sq hz.le]
      ring
    beta_reduce
    rw [hsc, show Z / a = Z * (1 / a) by ring, defect_scaling hZ.le]
    ring
  refine ⟨IntegrableOn.congr_fun (Integrable.const_mul ((integrableOn_Ioi_comp_mul_left_iff
    (fun r => r ^ 2 * defect (1 / a) (coulomb r)) 0 hZ).2 (by rwa [mul_zero])) _) he
    measurableSet_Ioi, ?_, ?_⟩
  · rw [totalDefect, ← setIntegral_congr_fun measurableSet_Ioi he, integral_const_mul,
      integral_comp_mul_left_Ioi (fun r => r ^ 2 * defect (1 / a) (coulomb r)) 0 hZ,
      mul_zero, smul_eq_mul, totalDefect]
    field_simp
  · have hpos : ∀ r ∈ Ioi (0:ℝ), 0 < r ^ 2 * defect (1 / a) (coulomb r) := fun r hr => by
      rw [defect_eq_integral]
      refine mul_pos (pow_pos hr 2) (intervalIntegral.intervalIntegral_pos_of_pos_on
        (Continuous.intervalIntegrable (by fun_prop) _ _) (fun q hq => ?_)
        (Real.sqrt_pos.2 (div_pos two_pos hr)))
      have hlt : 1 / a < √(q ^ 2 + (1 / a) ^ 2) :=
        Real.lt_sqrt_of_sq_lt (by linarith [pow_pos hq.1 2])
      exact div_pos (mul_pos (pow_pos (sub_pos.2 hlt) 2) (pow_pos hq.1 2)) (by positivity)
    have hsub : Ioi (0:ℝ) ⊆
        Function.support (fun r => r ^ 2 * defect (1 / a) (coulomb r)) :=
      fun r hr => (hpos r hr).ne'
    rw [totalDefect, setIntegral_pos_iff_support_of_nonneg_ae
      ((ae_restrict_mem measurableSet_Ioi).mono fun r hr => (hpos r hr).le) hI,
      inter_eq_right.2 hsub]
    simp
```

## p ≤ √(2/r): no attraction beyond the bare nucleus

In nonrelativistic Thomas-Fermi theory, electron screening and a nonpositive chemical potential together keep p at or below the Coulomb value. Monotonicity of D then bounds the integrand pointwise, and the total by the Coulomb Z² law. Without such a ceiling the total can be infinite: for p = 1/r, r²D grows as r^(−3) at the nucleus. Such a profile arises at small r, up to a constant factor, if p is taken from the relativistic relation c√(p²+c²) − c² = 1/r, which gives p² = 2/r + 1/(c²r²).

```lean
/-- If a measurable profile satisfies `0 ≤ p(r) ≤ √(2/r)` for `r > 0`, then for `c = Z/a` with
`a, Z > 0` its scaled total defect is finite and at most `Z²` times the total defect of the unscaled
Coulomb profile at speed of light `1/a`. -/
theorem totalDefect_le_coulomb {p : ℝ → ℝ} (hp : Measurable p)
    (h : ∀ r, 0 < r → 0 ≤ p r ∧ p r ≤ coulomb r) {a Z : ℝ} (ha : 0 < a) (hZ : 0 < Z) :
    IntegrableOn (fun r => r ^ 2 * defect (Z / a) (scaled Z p r)) (Ioi 0) ∧
    totalDefect (Z / a) (scaled Z p) ≤ Z ^ 2 * totalDefect (1 / a) coulomb := by
  obtain ⟨hC, he, _⟩ := coulomb_totalDefect ha hZ
  have hb : ∀ r ∈ Ioi (0:ℝ), r ^ 2 * defect (Z / a) (scaled Z p r) ≤
      r ^ 2 * defect (Z / a) (scaled Z coulomb r) := fun r hr =>
    mul_le_mul_of_nonneg_left (defect_mono _ (mul_le_mul_of_nonneg_left
      (h _ (mul_pos (Real.rpow_pos_of_pos hZ _) hr)).2 (by positivity))) (sq_nonneg r)
  have hm : Measurable (scaled Z p) := (hp.comp (measurable_const_mul _)).const_mul _
  have hI : IntegrableOn (fun r => r ^ 2 * defect (Z / a) (scaled Z p r)) (Ioi 0) := by
    refine Integrable.mono' hC ((measurable_id.pow_const 2).mul
      ((defect_mono _).measurable.comp hm)).aestronglyMeasurable ?_
    filter_upwards [ae_restrict_mem measurableSet_Ioi] with r hr
    have hs : 0 ≤ scaled Z p r :=
      mul_nonneg (by positivity) (h _ (mul_pos (Real.rpow_pos_of_pos hZ _) hr)).1
    rw [Real.norm_of_nonneg (mul_nonneg (sq_nonneg r) (defect_bounds (div_pos hZ ha) hs).1)]
    exact hb r hr
  exact ⟨hI, (setIntegral_mono_on hI hC measurableSet_Ioi hb).trans_eq he⟩

end

end RelativisticThomasFermi
```

For a screened profile the last theorem gives an upper bound only. If the profile also approaches √(2/r) at the nucleus, as the Thomas-Fermi profile does, its shortfall is still of order Z²; this is not proved here. In this local Fermi-gas model with a prescribed, not self-consistently relativistic, profile, the Coulomb shortfall has the same order Z² as the Scott correction to the Thomas-Fermi energy.

```lean
#print axioms RelativisticThomasFermi.totalDefect_asymptotics
#print axioms RelativisticThomasFermi.coulomb_integrable
#print axioms RelativisticThomasFermi.totalDefect_le_coulomb
```

```
'RelativisticThomasFermi.totalDefect_asymptotics' depends on axioms: [propext, Classical.choice, Quot.sound]
'RelativisticThomasFermi.coulomb_integrable' depends on axioms: [propext, Classical.choice, Quot.sound]
'RelativisticThomasFermi.totalDefect_le_coulomb' depends on axioms: [propext, Classical.choice, Quot.sound]
```
